# Optimal parabolas around the spin factor for exponents between 1 and 2

In a two-dimensional electron gas with relative spin polarisation $z$, the local exchange energy density at fixed total density is its unpolarised value times $\varphi(z)=\tfrac12\left[(1+z)^{3/2}+(1-z)^{3/2}\right]$. Its curvature, $\tfrac38\left[(1+z)^{-1/2}+(1-z)^{-1/2}\right]$, is $\tfrac34$ at $z=0$ and grows with $|z|$. The graph therefore leaves $1$ like $1+\tfrac38z^2$ and then bends upwards faster: at $z=1$ its excess over one is $\sqrt2-1\approx0.414$, not $0.375$. The parts below use this growth for every exponent $1<p<2$.

```lean
import Mathlib

open Set Filter Topology

namespace SpinFactorParabolas

noncomputable section
```

Let $n_\uparrow,n_\downarrow$ be the spin densities, $n$ their sum and $z=(n_\uparrow-n_\downarrow)/n$ the relative polarisation. The spin factor is $\varphi_p(z)=\tfrac12[(1+z)^p+(1-z)^p]$.

```lean
/-- The spin factor `((1+z)^p + (1-z)^p)/2` at relative polarisation `z`, for `|z| < 1`, or
for `|z| ≤ 1` when `p > 0`. -/
def spinFactor (p z : ℝ) : ℝ := ((1 + z) ^ p + (1 - z) ^ p) / 2
```

Its slope will be $s_p(z)=\tfrac p2[(1+z)^{p-1}-(1-z)^{p-1}]$; part (b) justifies the name.

```lean
/-- The slope `p ((1+z)^(p-1) - (1-z)^(p-1))/2` of the spin factor, for `|z| < 1`. -/
def spinSlope (p z : ℝ) : ℝ := p * ((1 + z) ^ (p - 1) - (1 - z) ^ (p - 1)) / 2
```

The unpolarised energy density is $Cn^p$, with $C$ a constant of either sign. Spin scaling extends it to two spin densities. This rule is postulated here: it expresses that each spin channel contributes separately, as in exchange and non-interacting kinetic energy, but not in correlation.

```lean
/-- The energy density of spin densities `up` and `dn` obtained by spin scaling from the
unpolarised law `C n^p`, for nonnegative densities and `p > 0`. -/
def spinScaledEnergy (C p up dn : ℝ) : ℝ := (C * (2 * up) ^ p + C * (2 * dn) ^ p) / 2
```

Inserting $n_{\uparrow,\downarrow}=n(1\pm z)/2$ gives the energy density $e(n,z)$, called `polarisedEnergy`.

```lean
/-- The spin-scaled energy density at total density `n ≥ 0` and polarisation `|z| ≤ 1`,
for `p > 0`. -/
def polarisedEnergy (C p n z : ℝ) : ℝ :=
  spinScaledEnergy C p (n * (1 + z) / 2) (n * (1 - z) / 2)
```

## (a) A sign from a slope

Let $f(0)=0$, and let $f$ have a nonnegative derivative on $[0,1)$. Show that
$$f(z)\ge0\qquad(0\le z<1).$$

**Solution.** For $z>0$ the mean value theorem gives $f(z)=f(z)-f(0)=zf'(\xi)\ge0$ with $0<\xi<z$. Lean obtains the same from monotonicity on `Ico 0 1`, the interval $[0,1)$; `HasDerivAt f (f' x) x` says that $f$ has derivative $f'(x)$ at $x$.

```lean
/-- A function that vanishes at zero polarisation and has nonnegative derivative on `[0,1)`
is nonnegative there. -/
theorem nonneg_of_slope {f f' : ℝ → ℝ} (h0 : f 0 = 0)
    (hd : ∀ x, 0 ≤ x → x < 1 → HasDerivAt f (f' x) x)
    (hp : ∀ x, 0 ≤ x → x < 1 → 0 ≤ f' x) {z : ℝ} (hz : 0 ≤ z) (hz1 : z < 1) :
    0 ≤ f z := by
  have m : MonotoneOn f (Ico 0 1) := by
    apply monotoneOn_of_deriv_nonneg (convex_Ico 0 1)
    · intro x hx
      exact (hd x hx.1 hx.2).continuousAt.continuousWithinAt
    · intro x hx
      have hx' := interior_subset hx
      exact (hd x hx'.1 hx'.2).differentiableAt.differentiableWithinAt
    · intro x hx
      have hx' := interior_subset hx
      rw [(hd x hx'.1 hx'.2).deriv]
      exact hp x hx'.1 hx'.2
  have h := m ⟨le_rfl, zero_lt_one⟩ ⟨hz, hz1⟩ hz
  rwa [h0] at h
```

## (b) Slope and curvature

For real $p$ and $|z|<1$, show that
$$\varphi_p'=s_p,\qquad s_p'=p(p-1)\,\varphi_{p-2}.$$

**Solution.** Since $\frac{d}{dz}(1\pm z)^q=\pm q(1\pm z)^{q-1}$, the choice $q=p$ gives the first formula. The choice $q=p-1$ gives $s_p'=\tfrac p2(p-1)[(1+z)^{p-2}+(1-z)^{p-2}]$, which is the second. The steps `a` and `b` are the two signs of the power rule.

```lean
/-- For `|z| < 1` the spin factor has derivative `spinSlope`, whose own derivative is
`p (p-1)` times the spin factor of exponent `p - 2`. -/
theorem hasDerivAt_spin (p : ℝ) {z : ℝ} (hz : |z| < 1) :
    HasDerivAt (spinFactor p) (spinSlope p z) z ∧
      HasDerivAt (spinSlope p) (p * (p - 1) * spinFactor (p - 2) z) z := by
  obtain ⟨h1, h2⟩ := abs_lt.mp hz
  have hp : 0 < 1 + z := by linarith
  have hm : 0 < 1 - z := by linarith
  have a (q : ℝ) : HasDerivAt (fun x : ℝ => (1 + x) ^ q) (q * (1 + z) ^ (q - 1)) z :=
    (((hasDerivAt_id' z).const_add 1).rpow_const (p := q) (Or.inl hp.ne')).congr_deriv
      (by ring)
  have b (q : ℝ) : HasDerivAt (fun x : ℝ => (1 - x) ^ q) (-(q * (1 - z) ^ (q - 1))) z :=
    (((hasDerivAt_id' z).const_sub 1).rpow_const (p := q) (Or.inl hm.ne')).congr_deriv
      (by ring)
  constructor
  · exact (((a p).fun_add (b p)).div_const 2).congr_deriv (by unfold spinSlope; ring)
  · refine ((((a (p - 1)).fun_sub (b (p - 1))).const_mul p).div_const 2).congr_deriv ?_
    rw [show p - 1 - 1 = p - 2 by ring]
    unfold spinFactor
    ring
```

## (c) Full polarisation

For $p>0$, show that
$$\varphi_p(1)=2^{p-1}.$$

**Solution.** $\varphi_p(1)=\tfrac12(2^p+0^p)=2^{p-1}$, because $0^p=0$ for $p>0$.

```lean
/-- At full polarisation the spin factor with `p > 0` equals `2^(p-1)`. -/
theorem spinFactor_one {p : ℝ} (hp : 0 < p) : spinFactor p 1 = 2 ^ (p - 1) := by
  unfold spinFactor
  rw [sub_self, Real.zero_rpow hp.ne', Real.rpow_sub_one two_ne_zero]
  norm_num
```

## (d) Slope against curvature

For $1<p<2$ and $0\le z<1$, show that
$$p(p-1)z\le s_p(z)\le z\,p(p-1)\,\varphi_{p-2}(z).$$

**Solution.** In $s_{p-2}(z)=\tfrac{p-2}2[(1+z)^{p-3}-(1-z)^{p-3}]$ neither factor is positive, so $s_{p-2}\ge0$ (`hs`). By (a), $\varphi_{p-2}\ge1$ (`hF`). Now apply (a) to two differences that vanish at zero:

- $s_p-p(p-1)z$ has derivative $p(p-1)(\varphi_{p-2}-1)\ge0$;
- $z\,p(p-1)\varphi_{p-2}-s_p$ has derivative $p(p-1)\,z\,s_{p-2}\ge0$.

```lean
/-- For `1 < p < 2` and `0 ≤ z < 1`, the slope of the spin factor lies between `z` times its
curvature at zero and `z` times its curvature at `z`. -/
theorem spinSlope_bounds {p z : ℝ} (h1 : 1 < p) (h2 : p < 2) (hz : 0 ≤ z) (hz1 : z < 1) :
    p * (p - 1) * z ≤ spinSlope p z ∧
      spinSlope p z ≤ z * (p * (p - 1) * spinFactor (p - 2) z) := by
  have hc : 0 ≤ p * (p - 1) := mul_nonneg (by linarith) (by linarith)
  have ab {x : ℝ} (hx : 0 ≤ x) (hx1 : x < 1) : |x| < 1 := by rwa [abs_of_nonneg hx]
  -- the curvature increases with polarisation
  have hs : ∀ x, 0 ≤ x → x < 1 → 0 ≤ spinSlope (p - 2) x := by
    intro x hx hx1
    have h : (1 + x) ^ (p - 2 - 1) ≤ (1 - x) ^ (p - 2 - 1) :=
      Real.rpow_le_rpow_of_nonpos (by linarith) (by linarith) (by linarith)
    unfold spinSlope
    have := mul_nonneg_of_nonpos_of_nonpos (sub_nonpos.mpr h2.le) (sub_nonpos.mpr h)
    linarith
  have hF : ∀ x, 0 ≤ x → x < 1 → 0 ≤ spinFactor (p - 2) x - 1 := fun x hx hx1 =>
    nonneg_of_slope (f := fun y => spinFactor (p - 2) y - 1) (by norm_num [spinFactor])
      (fun y hy hy1 => (hasDerivAt_spin (p - 2) (ab hy hy1)).1.sub_const 1) hs hx hx1
  constructor
  · have h := nonneg_of_slope (f := fun y => spinSlope p y - p * (p - 1) * y)
      (f' := fun y => p * (p - 1) * (spinFactor (p - 2) y - 1))
      (by norm_num [spinSlope])
      (fun y hy hy1 => ((hasDerivAt_spin p (ab hy hy1)).2.fun_sub
        ((hasDerivAt_id' y).const_mul (p * (p - 1)))).congr_deriv (by ring))
      (fun y hy hy1 => mul_nonneg hc (hF y hy hy1)) hz hz1
    exact sub_nonneg.mp h
  · have h := nonneg_of_slope
      (f := fun y => y * (p * (p - 1) * spinFactor (p - 2) y) - spinSlope p y)
      (f' := fun y => p * (p - 1) * (y * spinSlope (p - 2) y))
      (by norm_num [spinSlope])
      (fun y hy hy1 => (((hasDerivAt_id' y).fun_mul
        ((hasDerivAt_spin (p - 2) (ab hy hy1)).1.const_mul (p * (p - 1)))).fun_sub
        (hasDerivAt_spin p (ab hy hy1)).2).congr_deriv (by ring))
      (fun y hy hy1 => mul_nonneg hc (mul_nonneg hy (hs y hy hy1))) hz hz1
    exact sub_nonneg.mp h
```

## (e) Excess against slope

Under the same conditions, show that
$$2(\varphi_p(z)-1)\le z\,s_p(z).$$

**Solution.** The difference $zs_p-2(\varphi_p-1)$ vanishes at zero and has derivative $s_p+zs_p'-2s_p=zs_p'-s_p$. This is nonnegative by (d), so (a) applies.

```lean
/-- For `1 < p < 2` and `0 ≤ z < 1`, twice the excess of the spin factor over one is at most
`z` times its slope. -/
theorem excess_le_slope {p z : ℝ} (h1 : 1 < p) (h2 : p < 2) (hz : 0 ≤ z) (hz1 : z < 1) :
    2 * (spinFactor p z - 1) ≤ z * spinSlope p z := by
  have h := nonneg_of_slope
    (f := fun y => y * spinSlope p y - 2 * (spinFactor p y - 1))
    (f' := fun y => y * (p * (p - 1) * spinFactor (p - 2) y) - spinSlope p y)
    (by norm_num [spinFactor])
    (fun y hy hy1 => by
      have hd := hasDerivAt_spin p (z := y) (by rwa [abs_of_nonneg hy])
      exact (((hasDerivAt_id' y).fun_mul hd.2).fun_sub
        ((hd.1.sub_const 1).const_mul 2)).congr_deriv (by ring))
    (fun y hy hy1 => sub_nonneg.mpr (spinSlope_bounds h1 h2 hy hy1).2) hz hz1
  exact sub_nonneg.mp h
```

## (f) A growing ratio

For $1<p<2$ and $0<x\le y\le1$, show that
$$(\varphi_p(x)-1)\,y^2\le(\varphi_p(y)-1)\,x^2.$$

**Solution.** Let $R(t)=(\varphi_p(t)-1)/t^2$. On $(0,1)$,
$$R'(t)=\frac{t\,s_p(t)-2(\varphi_p(t)-1)}{t^3}\ge0$$
by (e). As $R$ is continuous on $(0,1]$ (from `hcont`), it is monotone up to and including $t=1$ (`m`). Multiply $R(x)\le R(y)$ by $x^2y^2$.

```lean
/-- For `1 < p < 2`, the excess of the spin factor over one, measured in units of the squared
polarisation, does not decrease on `(0,1]`; the comparison is written without division. -/
theorem excess_ratio_mono {p x y : ℝ} (h1 : 1 < p) (h2 : p < 2) (hx : 0 < x) (hxy : x ≤ y)
    (hy : y ≤ 1) : (spinFactor p x - 1) * y ^ 2 ≤ (spinFactor p y - 1) * x ^ 2 := by
  have hd : ∀ t ∈ Ioo (0 : ℝ) 1, HasDerivAt (fun t => (spinFactor p t - 1) / t ^ 2)
      ((spinSlope p t * t ^ 2 - (spinFactor p t - 1) * (2 * t)) / (t ^ 2) ^ 2) t := by
    intro t ht
    have hs : HasDerivAt (fun t : ℝ => t ^ 2) (2 * t) t := by
      simpa using hasDerivAt_pow 2 t
    exact ((hasDerivAt_spin p (by rw [abs_of_pos ht.1]; exact ht.2)).1.sub_const 1).fun_div
      hs (pow_ne_zero 2 ht.1.ne')
  have hcont : Continuous (spinFactor p) := by
    have a : Continuous fun t : ℝ => (1 + t) ^ p :=
      (continuous_const.add continuous_id).rpow_const (fun _ => Or.inr (by linarith))
    have b : Continuous fun t : ℝ => (1 - t) ^ p :=
      (continuous_const.sub continuous_id).rpow_const (fun _ => Or.inr (by linarith))
    exact (a.add b).div_const 2
  have m : MonotoneOn (fun t => (spinFactor p t - 1) / t ^ 2) (Ioc 0 1) := by
    apply monotoneOn_of_deriv_nonneg (convex_Ioc 0 1)
    · exact (hcont.sub continuous_const).continuousOn.div (continuous_pow 2).continuousOn
        (fun t ht => pow_ne_zero 2 ht.1.ne')
    · intro t ht
      rw [interior_Ioc] at ht
      exact (hd t ht).differentiableAt.differentiableWithinAt
    · intro t ht
      rw [interior_Ioc] at ht
      rw [(hd t ht).deriv]
      apply div_nonneg _ (by positivity)
      have h := mul_nonneg ht.1.le (sub_nonneg.mpr (excess_le_slope h1 h2 ht.1.le ht.2))
      linarith
  have hy0 : 0 < y := hx.trans_le hxy
  exact (div_le_div_iff₀ (pow_pos hx 2) (pow_pos hy0 2)).mp
    (m ⟨hx, hxy.trans hy⟩ ⟨hy0, hy⟩ hxy)
```

## (g) The two parabolas

For $1<p<2$ and $|z|\le1$, show that
$$1+\tfrac{p(p-1)}2z^2\le\varphi_p(z)\le1+(2^{p-1}-1)z^2.$$

**Solution.** Both inequalities are equalities at $z=0$, and $\varphi_p$ is even, so let $0<z\le1$.

For $z<1$, the function $\varphi_p-1-\tfrac{p(p-1)}2z^2$ has derivative $s_p-p(p-1)z\ge0$ by (d), and (a) gives the lower bound (`low`). At $z=1$, (f) with $x=\tfrac12$, $y=1$ gives
$$\varphi_p(1)-1\ge4\left(\varphi_p(\tfrac12)-1\right)\ge\tfrac{p(p-1)}2.$$
The upper bound is (f) with $x=z$, $y=1$, together with (c).

```lean
/-- For `1 < p < 2` and `|z| ≤ 1`, the spin factor lies between the parabolas
`1 + p(p-1)z²/2` and `1 + (2^(p-1)-1)z²`. -/
theorem spinFactor_between_parabolas {p z : ℝ} (h1 : 1 < p) (h2 : p < 2) (hz : |z| ≤ 1) :
    1 + p * (p - 1) / 2 * z ^ 2 ≤ spinFactor p z ∧
      spinFactor p z ≤ 1 + (2 ^ (p - 1) - 1) * z ^ 2 := by
  have low : ∀ x, 0 ≤ x → x < 1 → 0 ≤ spinFactor p x - 1 - p * (p - 1) / 2 * x ^ 2 := by
    intro x hx hx1
    refine nonneg_of_slope (f := fun y => spinFactor p y - 1 - p * (p - 1) / 2 * y ^ 2)
      (f' := fun y => spinSlope p y - p * (p - 1) * y) (by norm_num [spinFactor])
      (fun y hy hy1 => ?_)
      (fun y hy hy1 => sub_nonneg.mpr (spinSlope_bounds h1 h2 hy hy1).1) hx hx1
    have hs : HasDerivAt (fun t : ℝ => t ^ 2) (2 * y) y := by
      simpa using hasDerivAt_pow 2 y
    exact (((hasDerivAt_spin p (by rwa [abs_of_nonneg hy])).1.sub_const 1).fun_sub
      (hs.const_mul (p * (p - 1) / 2))).congr_deriv (by ring)
  have key : ∀ x, 0 ≤ x → x ≤ 1 → 1 + p * (p - 1) / 2 * x ^ 2 ≤ spinFactor p x ∧
      spinFactor p x ≤ 1 + (2 ^ (p - 1) - 1) * x ^ 2 := by
    intro x hx hx1
    rcases hx.eq_or_lt with rfl | hx0
    · norm_num [spinFactor]
    constructor
    · rcases hx1.eq_or_lt with rfl | hlt
      · -- the endpoint inherits the bound from half polarisation
        have h := excess_ratio_mono h1 h2 (x := 1 / 2) (y := 1) (by norm_num)
          (by norm_num) le_rfl
        have := low (1 / 2) (by norm_num) (by norm_num)
        linarith
      · linarith [low x hx hlt]
    · have h := excess_ratio_mono h1 h2 hx0 hx1 le_rfl
      rw [spinFactor_one (by linarith)] at h
      linarith
  obtain ⟨ha, hb⟩ := abs_le.mp hz
  rcases le_total 0 z with h | h
  · exact key z h hb
  · have e : spinFactor p (-z) = spinFactor p z := by
      simp only [spinFactor, sub_neg_eq_add, ← sub_eq_add_neg]
      ring
    have k := key (-z) (by linarith) (by linarith)
    rwa [e, neg_sq] at k
```

## (h) No better coefficients

For $1<p<2$ and real $a$, show that
$$1+az^2\le\varphi_p(z)\text{ on }[-1,1]\iff a\le\tfrac{p(p-1)}2,$$
$$\varphi_p(z)\le1+az^2\text{ on }[-1,1]\iff a\ge2^{p-1}-1.$$

**Solution.** Both implications from right to left follow from (g). If the first parabola lies below, then for $0<z<1$, (e) and (d) give
$$az^2\le\varphi_p(z)-1\le\tfrac12zs_p(z)\le\tfrac{p(p-1)}2\varphi_{p-2}(z)\,z^2.$$
Divide by $z^2$ and let $z\to0^+$, where $\varphi_{p-2}\to1$; this limit is `ge_of_tendsto`. For the second parabola, put $z=1$.

```lean
/-- For `1 < p < 2`, a parabola `1 + a z²` lies below the spin factor on `[-1,1]` exactly when
`a ≤ p(p-1)/2`, and above it exactly when `a ≥ 2^(p-1) - 1`. -/
theorem parabolas_optimal {p : ℝ} (h1 : 1 < p) (h2 : p < 2) (a : ℝ) :
    ((∀ z, |z| ≤ 1 → 1 + a * z ^ 2 ≤ spinFactor p z) ↔ a ≤ p * (p - 1) / 2) ∧
      ((∀ z, |z| ≤ 1 → spinFactor p z ≤ 1 + a * z ^ 2) ↔ 2 ^ (p - 1) - 1 ≤ a) := by
  refine ⟨⟨fun h => ?_, fun h z hz => ?_⟩, ⟨fun h => ?_, fun h z hz => ?_⟩⟩
  · -- `a` is at most half the curvature at every small `z`; let `z` tend to zero
    have hc := ((hasDerivAt_spin (p - 2) (z := 0) (by norm_num)).1.const_mul
      (p * (p - 1) / 2)).continuousAt
    have hl := ge_of_tendsto (b := a) (hc.tendsto.mono_left (nhdsWithin_le_nhds (s := Ioi 0)))
      (by
        filter_upwards [Ioo_mem_nhdsGT (zero_lt_one' ℝ)] with z hz
        have k1 := h z (by rw [abs_of_pos hz.1]; exact hz.2.le)
        have k2 := excess_le_slope h1 h2 hz.1.le hz.2
        have k3 := mul_le_mul_of_nonneg_left (spinSlope_bounds h1 h2 hz.1.le hz.2).2 hz.1.le
        refine le_of_mul_le_mul_right ?_ (pow_pos hz.1 2)
        linarith)
    have h0 : spinFactor (p - 2) 0 = 1 := by norm_num [spinFactor]
    simpa only [h0, mul_one] using hl
  · have := mul_le_mul_of_nonneg_right h (sq_nonneg z)
    linarith [(spinFactor_between_parabolas h1 h2 hz).1]
  · have k := h 1 (by norm_num)
    rw [spinFactor_one (by linarith)] at k
    linarith
  · have := mul_le_mul_of_nonneg_right h (sq_nonneg z)
    linarith [(spinFactor_between_parabolas h1 h2 hz).2]
```

## (i) Error of quadratic spin interpolation

For $1<p<2$, $n\ge0$ and $|z|\le1$, let $q(z)=e(n,0)+[e(n,1)-e(n,0)]z^2$. Show that
$$|q(z)-e(n,z)|\le|C|\,n^p\left(2^{p-1}-1-\tfrac{p(p-1)}2\right)z^2.$$

**Solution.** Spin scaling gives $e(n,z)=\tfrac C2[(n(1+z))^p+(n(1-z))^p]=Cn^p\varphi_p(z)$ (`hE`). With (c),
$$q(z)-e(n,z)=Cn^p\left[1+(2^{p-1}-1)z^2-\varphi_p(z)\right].$$
By (g) the bracket lies between $0$ and $\left(2^{p-1}-1-\tfrac{p(p-1)}2\right)z^2$. Take absolute values.

```lean
/-- For `1 < p < 2`, `n ≥ 0` and `|z| ≤ 1`, quadratic interpolation in `z` between the
unpolarised and fully polarised energy densities errs by at most
`|C| n^p (2^(p-1) - 1 - p(p-1)/2) z²`. -/
theorem quadratic_interpolation_error {p n z : ℝ} (C : ℝ) (h1 : 1 < p) (h2 : p < 2)
    (hn : 0 ≤ n) (hz : |z| ≤ 1) :
    |polarisedEnergy C p n 0 + (polarisedEnergy C p n 1 - polarisedEnergy C p n 0) * z ^ 2
        - polarisedEnergy C p n z|
      ≤ |C| * n ^ p * ((2 ^ (p - 1) - 1 - p * (p - 1) / 2) * z ^ 2) := by
  -- spin scaling factorises the energy density
  have hE : ∀ w, |w| ≤ 1 → polarisedEnergy C p n w = C * n ^ p * spinFactor p w := by
    intro w hw
    obtain ⟨ha, hb⟩ := abs_le.mp hw
    unfold polarisedEnergy spinScaledEnergy spinFactor
    rw [show 2 * (n * (1 + w) / 2) = n * (1 + w) by ring,
      show 2 * (n * (1 - w) / 2) = n * (1 - w) by ring,
      Real.mul_rpow hn (by linarith), Real.mul_rpow hn (by linarith)]
    ring
  have h0 : spinFactor p 0 = 1 := by norm_num [spinFactor]
  obtain ⟨hl, hu⟩ := spinFactor_between_parabolas h1 h2 hz
  have e : polarisedEnergy C p n 0
      + (polarisedEnergy C p n 1 - polarisedEnergy C p n 0) * z ^ 2 - polarisedEnergy C p n z
      = C * n ^ p * (1 + (2 ^ (p - 1) - 1) * z ^ 2 - spinFactor p z) := by
    rw [hE 0 (by norm_num), hE 1 (by norm_num), hE z hz, h0, spinFactor_one (by linarith)]
    ring
  rw [e, abs_mul, abs_mul, abs_of_nonneg (Real.rpow_nonneg hn p),
    abs_of_nonneg (sub_nonneg.mpr hu)]
  apply mul_le_mul_of_nonneg_left _ (mul_nonneg (abs_nonneg C) (Real.rpow_nonneg hn p))
  linarith
```

## (j) Local exchange

In three dimensions the local exchange energy density has $p=\tfrac43$. For this exponent and $|z|\le1$, show that
$$1+\tfrac29z^2\le\varphi_{4/3}(z)\le1+0.26\,z^2.$$

**Solution.** Here $\tfrac{p(p-1)}2=\tfrac29$, and $2^{1/3}\le1.26$ because $1.26^3=2.000376>2$. Insert both into (g).

With (i), quadratic spin interpolation of the local exchange energy density is off by less than 4% of its unpolarised value at the same nonzero density. This bound is not sharp: it is largest at $|z|=1$, where the interpolation is exact. It concerns the local power law only, not gradient corrections or correlation.

```lean
/-- For local exchange, `p = 4/3`, the spin factor at `|z| ≤ 1` lies between `1 + (2/9) z²`
and `1 + 0.26 z²`. -/
theorem exchange_parabolas {z : ℝ} (hz : |z| ≤ 1) :
    1 + 2 / 9 * z ^ 2 ≤ spinFactor (4 / 3) z ∧
      spinFactor (4 / 3) z ≤ 1 + 0.26 * z ^ 2 := by
  obtain ⟨hl, hu⟩ := spinFactor_between_parabolas (p := 4 / 3) (by norm_num) (by norm_num) hz
  have hcube : ((2 : ℝ) ^ ((4 : ℝ) / 3 - 1)) ^ 3 = 2 := by
    rw [← Real.rpow_natCast, ← Real.rpow_mul (by norm_num)]
    norm_num
  have hroot : (2 : ℝ) ^ ((4 : ℝ) / 3 - 1) ≤ 1.26 := by
    by_contra hcon
    have h := pow_lt_pow_left₀ (not_le.mp hcon) (by norm_num) three_ne_zero
    rw [hcube] at h
    norm_num at h
  have := mul_le_mul_of_nonneg_right hroot (sq_nonneg z)
  constructor <;> linarith

end

end SpinFactorParabolas
```

```lean
#print axioms SpinFactorParabolas.spinFactor_between_parabolas
#print axioms SpinFactorParabolas.parabolas_optimal
#print axioms SpinFactorParabolas.quadratic_interpolation_error
#print axioms SpinFactorParabolas.exchange_parabolas
```

```
'SpinFactorParabolas.spinFactor_between_parabolas' depends on axioms: [propext, Classical.choice, Quot.sound]
'SpinFactorParabolas.parabolas_optimal' depends on axioms: [propext, Classical.choice, Quot.sound]
'SpinFactorParabolas.quadratic_interpolation_error' depends on axioms: [propext, Classical.choice, Quot.sound]
'SpinFactorParabolas.exchange_parabolas' depends on axioms: [propext, Classical.choice, Quot.sound]
```
